# No-programming theorem: overlapping programs of a unitary processor implement the same gate up to a phase

## A fixed device with a quantum program register

A laboratory has one fixed device that acts on two registers. The data register holds an arbitrary state \(\psi\). The program register holds a state that selects the gate to be applied to \(\psi\). In a classical computer a small change of the program may select a different operation. Here the device is a unitary \(G\), and unitaries preserve overlaps, which restricts the programs.

If two programs \(p\) and \(q\) are not orthogonal, and each makes \(G\) apply a unitary gate exactly to every data state, the two gates can differ only by a phase. Physically different gates therefore need orthogonal programs. For an exact, noise-free processor with a finite register, this limits how many rotation angles can be stored as quantum states.

## The statement and its Lean form

Let the data space be \(\mathbb C^n\) and the program space \(\mathbb C^m\), with \(\langle x,y\rangle=\sum_i \overline{x_i}\,y_i\). Suppose \(G\), \(U\) and \(V\) are unitary and, for all \(\psi\),

\[
G(\psi\otimes p)=U\psi\otimes p',\qquad G(\psi\otimes q)=V\psi\otimes q' .
\]

Here \(p'\) and \(q'\) are the residual program states. If \(\langle p,q\rangle\neq0\), then \(V=cU\) for some \(c\) with \(|c|=1\).

In Lean, `n` and `m` are finite index types whose sizes are the two dimensions. States are complex functions on them, and `tens ψ p` is the product state with amplitudes \(\psi_i p_j\). The overlap is `star p ⬝ᵥ q`, conjugate-linear in the first argument. Unitarity is written `Gᴴ * G = 1`, which for square matrices also gives the product in the other order.

The physical assumption sits in `Programs G U p p'`: for every data state the output is a product, and the residual state `p'` is the same for all of them. The device thus works deterministically and without error, and it leaves no entanglement between data and program. Approximate processors, and those that succeed only with some probability, are not covered.

Programs need not be normalised. The theorem `no_programming` also admits an empty data index type, where any two gates are trivially equal.

## Comparing overlaps before and after the processor

Overlaps of product states factorise:

\[
\langle\psi\otimes p,\varphi\otimes q\rangle
=\sum_{i,j}\overline{\psi_i}\,\overline{p_j}\,\varphi_i q_j
=\langle\psi,\varphi\rangle\langle p,q\rangle .
\]

The processor preserves them, since \(\langle Gx,Gy\rangle=\langle x,G^\dagger Gy\rangle=\langle x,y\rangle\).

Write \(s=\langle p,q\rangle\) and \(t=\langle p',q'\rangle\), and let \(e_i\) be the basis states of the data register. Before the processor, \(e_i\otimes p\) and \(e_j\otimes q\) have overlap \(\delta_{ij}s\). Afterwards the overlap is \(\langle Ue_i,Ve_j\rangle\,t=(U^\dagger V)_{ij}\,t\). Equality for all \(i,j\) means

\[
s\,1=t\,U^\dagger V .
\]

For \(n\ge1\), a diagonal entry of this equation shows that \(t=0\) would force \(s=0\), so \(t\neq0\). Multiplying from the left by \(U\) and using \(UU^\dagger=1\) gives \(sU=tV\), hence \(V=cU\) with \(c=s/t\). Finally \(1=V^\dagger V=|c|^2U^\dagger U=|c|^2\,1\), so \(|c|=1\).

## A qubit instance with \(c=i\)

Take two qubits and \(G=X\otimes\mathrm{diag}(1,i)\), where \(X\) is the bit flip. With \(p=(1,0)\) the processor applies \(U=X\) and leaves \(p'=(1,0)\). With \(q=\tfrac15(3,4)\),

\[
G(\psi\otimes q)=X\psi\otimes\tfrac15(3,4i)=(iX)\psi\otimes\tfrac15(-3i,4),
\]

so \(q\) can be read as a program for \(V=iX\) with \(q'=\tfrac15(-3i,4)\). The overlaps are \(s=\tfrac35\) and \(t=-\tfrac{3i}5\), and their ratio is \(c=s/t=i\), as required.

The phase freedom is general. If \(|c|=1\), then \(U\psi\otimes p'=(cU\psi)\otimes(\bar c\,p')\), so a program for \(U\) is also one for \(cU\).

## Linearity alone does not give the restriction

Let \(e_0,e_1\) be the basis states of a qubit, and define a linear map on two qubits by

\[
G(\psi\otimes e_0)=\psi\otimes e_0,\qquad
G(\psi\otimes e_1)=X\psi\otimes(e_0+e_1)-\psi\otimes e_0 .
\]

For \(q=(e_0+e_1)/\sqrt2\), adding the two lines gives \(G(\psi\otimes q)=X\psi\otimes q\). The programs \(e_0\) and \(q\) have overlap \(1/\sqrt2\), yet they implement \(1\) and \(X\), which are not proportional. The map is not unitary: it sends the unit vector \(e_0\otimes e_1\) to \(e_1\otimes e_0+e_1\otimes e_1-e_0\otimes e_0\), of squared norm 3. Since it increases this norm, no deterministic physical device realises it. The example is purely mathematical and shows that linearity of \(G\) is not enough for the theorem.

## One orthogonal program per gate

Suppose a processor has nonzero programs \(p_k\) for finitely many unitaries \(U_k\), no two of which agree up to a phase. The programs must then be pairwise orthogonal. If \(\sum_k g_kp_k=0\), taking the overlap with \(p_j\) leaves \(g_j\langle p_j,p_j\rangle=0\), so \(g_j=0\). The programs are linearly independent, and there are at most \(m\) of them.

The bound is attainable whenever \(m\) such gates exist. Given any unitaries \(U_k\), one for each basis state \(e_k\) of the program register, the controlled gate

\[
G=\sum_k U_k\otimes e_ke_k^\dagger
\]

satisfies \(G^\dagger G=\sum_k U_k^\dagger U_k\otimes e_ke_k^\dagger=1\) and \(G(\psi\otimes e_k)=U_k\psi\otimes e_k\).

The Lean bound `card_programs_le` concerns a finite family `ι`. Applying it to \(m+1\) members of an infinite family would be the further step to the familiar conclusion that no finite register programs every qubit gate exactly.

## The Lean file

```lean
import Mathlib

open Matrix
open scoped ComplexOrder

namespace NoProgramming

variable {n m : Type*} [Fintype n] [Fintype m] [DecidableEq n] [DecidableEq m]

/-- The product state of a data state `ψ` and a program state `p`. -/
def tens (ψ : n → ℂ) (p : m → ℂ) : n × m → ℂ := fun x => ψ x.1 * p x.2

/-- The processor `G`, fed with the program `p`, applies `U` to every data state and
leaves the program register in the state `p'`. -/
def Programs (G : Matrix (n × m) (n × m) ℂ) (U : Matrix n n ℂ) (p p' : m → ℂ) : Prop :=
  ∀ ψ : n → ℂ, G *ᵥ tens ψ p = tens (U *ᵥ ψ) p'

omit [DecidableEq n] [DecidableEq m] in
/-- The overlap of two product states is the product of the overlaps. -/
theorem tens_overlap (ψ φ : n → ℂ) (p q : m → ℂ) :
    star (tens ψ p) ⬝ᵥ tens φ q = (star ψ ⬝ᵥ φ) * (star p ⬝ᵥ q) := by
  simp only [dotProduct, tens, Pi.star_apply, star_mul', Fintype.sum_prod_type,
    Finset.sum_mul_sum]
  refine Finset.sum_congr rfl fun i _ => Finset.sum_congr rfl fun j _ => ?_
  ring

/-- A unitary preserves overlaps. -/
theorem unitary_overlap {G : Matrix n n ℂ} (hG : Gᴴ * G = 1) (x y : n → ℂ) :
    star (G *ᵥ x) ⬝ᵥ (G *ᵥ y) = star x ⬝ᵥ y := by
  rw [Matrix.star_mulVec, Matrix.dotProduct_mulVec, Matrix.vecMul_vecMul, hG,
    Matrix.vecMul_one]

/-- The overlap of the images of two basis states under `U` and `V` is a matrix element
of `Uᴴ * V`. -/
theorem matrix_element (U V : Matrix n n ℂ) (i j : n) :
    star (U *ᵥ Pi.single i 1) ⬝ᵥ (V *ᵥ Pi.single j 1) = (Uᴴ * V) i j := by
  simp [Matrix.mul_apply, dotProduct]

/-- For two programs of one unitary processor, the overlap of the programs times the identity
equals the overlap of the residual program states times `Uᴴ * V`. -/
theorem overlap_relation {G : Matrix (n × m) (n × m) ℂ} {U V : Matrix n n ℂ}
    {p p' q q' : m → ℂ} (hG : Gᴴ * G = 1)
    (hp : Programs G U p p') (hq : Programs G V q q') :
    (star p ⬝ᵥ q) • (1 : Matrix n n ℂ) = (star p' ⬝ᵥ q') • (Uᴴ * V) := by
  ext i j
  -- compare overlaps before and after the processor, on basis data states
  have h := unitary_overlap hG (tens (Pi.single i 1) p) (tens (Pi.single j 1) q)
  rw [hp, hq, tens_overlap, tens_overlap, matrix_element] at h
  have h1 := matrix_element (1 : Matrix n n ℂ) 1 i j
  simp only [Matrix.one_mulVec, Matrix.conjTranspose_one, Matrix.one_mul] at h1
  rw [h1] at h
  simp only [Matrix.smul_apply, smul_eq_mul]
  linear_combination -h

/-- **No-programming theorem.** If two programs with nonzero overlap make the same unitary
processor apply the unitaries `U` and `V`, then `U` and `V` differ only by a phase. -/
theorem no_programming {G : Matrix (n × m) (n × m) ℂ} {U V : Matrix n n ℂ}
    {p p' q q' : m → ℂ} (hG : Gᴴ * G = 1) (hU : Uᴴ * U = 1) (hV : Vᴴ * V = 1)
    (hp : Programs G U p p') (hq : Programs G V q q') (hpq : star p ⬝ᵥ q ≠ 0) :
    ∃ c : ℂ, ‖c‖ = 1 ∧ V = c • U := by
  rcases isEmpty_or_nonempty n with hn | ⟨⟨i⟩⟩
  · exact ⟨1, norm_one, by ext a; exact isEmptyElim a⟩
  have key := overlap_relation hG hp hq
  generalize star p ⬝ᵥ q = s at key hpq
  generalize star p' ⬝ᵥ q' = t at key
  -- the residual program states overlap as well
  have ht : t ≠ 0 := by
    rintro rfl
    have h := congrFun (congrFun key i) i
    simp at h
    exact hpq h
  have hU' : U * Uᴴ = 1 := mul_eq_one_comm.mp hU
  have h2 : s • U = t • V := by
    calc s • U = U * (s • (1 : Matrix n n ℂ)) := by rw [Matrix.mul_smul, Matrix.mul_one]
      _ = U * (t • (Uᴴ * V)) := by rw [key]
      _ = t • V := by rw [Matrix.mul_smul, ← Matrix.mul_assoc, hU', Matrix.one_mul]
  have hc : V = (t⁻¹ * s) • U := by
    rw [mul_smul, h2, smul_smul, inv_mul_cancel₀ ht, one_smul]
  refine ⟨t⁻¹ * s, ?_, hc⟩
  generalize t⁻¹ * s = c at hc
  -- unitarity of both gates forces the factor to have modulus one
  rw [hc, Matrix.conjTranspose_smul, Matrix.smul_mul, Matrix.mul_smul, hU, smul_smul] at hV
  have h3 : star c * c = 1 := by
    have h := congrFun (congrFun hV i) i
    rwa [Matrix.smul_apply, Matrix.one_apply_eq, smul_eq_mul, mul_one] at h
  have h4 : ‖c‖ * ‖c‖ = 1 := by
    have h := congrArg norm h3
    rwa [norm_mul, norm_star, norm_one] at h
  nlinarith [norm_nonneg c]

omit [DecidableEq n] [DecidableEq m] in
/-- A program for `U` is also a program for `c • U` for every phase `c`, with the opposite
phase carried by the residual program state. -/
theorem programs_phase {G : Matrix (n × m) (n × m) ℂ} {U : Matrix n n ℂ} {p p' : m → ℂ}
    (hp : Programs G U p p') {c : ℂ} (hc : ‖c‖ = 1) :
    Programs G (c • U) p (star c • p') := by
  have h : star c * c = 1 := (Complex.conj_mul' c).trans (by simp [hc])
  intro ψ
  rw [hp ψ]
  ext x
  simp only [tens, Matrix.smul_mulVec, Pi.smul_apply, smul_eq_mul]
  linear_combination (-((U *ᵥ ψ) x.1 * p' x.2)) * h

/-- A unitary processor can store, in nonzero programs, at most as many unitaries, pairwise
different beyond a phase, as its program register has dimensions. -/
theorem card_programs_le {ι : Type*} [Fintype ι] {G : Matrix (n × m) (n × m) ℂ}
    {U : ι → Matrix n n ℂ} {p p' : ι → m → ℂ} (hG : Gᴴ * G = 1)
    (hU : ∀ k, (U k)ᴴ * U k = 1) (hp : ∀ k, Programs G (U k) (p k) (p' k))
    (h0 : ∀ k, p k ≠ 0)
    (hne : ∀ k l, k ≠ l → ¬ ∃ c : ℂ, ‖c‖ = 1 ∧ U l = c • U k) :
    Fintype.card ι ≤ Fintype.card m := by
  -- gates that differ by more than a phase need orthogonal programs
  have horth : ∀ k l, k ≠ l → star (p k) ⬝ᵥ p l = 0 := fun k l hkl => by
    by_contra h
    exact hne k l hkl (no_programming hG (hU k) (hU l) (hp k) (hp l) h)
  -- orthogonal nonzero programs are linearly independent
  have hli : LinearIndependent ℂ p := by
    rw [Fintype.linearIndependent_iff]
    intro g hg j
    have h := congrArg (fun v => star (p j) ⬝ᵥ v) hg
    simp only [dotProduct_sum, dotProduct_smul, smul_eq_mul, dotProduct_zero] at h
    rw [Finset.sum_eq_single j (fun k _ hk => by rw [horth j k hk.symm, mul_zero])
      (fun hj => absurd (Finset.mem_univ j) hj)] at h
    exact (mul_eq_zero.mp h).resolve_right
      fun h' => h0 j (dotProduct_star_self_eq_zero.mp h')
  simpa using hli.fintype_card_le_finrank

/-- For any choice of one unitary per basis state of the program register, the controlled gate
is unitary and applies the chosen unitary when fed with that basis state. -/
theorem controlled_gate_programs (U : m → Matrix n n ℂ) (hU : ∀ k, (U k)ᴴ * U k = 1) :
    (blockDiagonal U)ᴴ * blockDiagonal U = 1 ∧
      ∀ k, Programs (blockDiagonal U) (U k) (Pi.single k 1) (Pi.single k 1) := by
  constructor
  · rw [Matrix.blockDiagonal_conjTranspose, ← Matrix.blockDiagonal_mul]
    simp only [hU]
    exact Matrix.blockDiagonal_one
  · intro k ψ
    ext ⟨i, l⟩
    rcases eq_or_ne l k with rfl | h
    · simp [Matrix.mulVec, dotProduct, tens, Matrix.blockDiagonal_apply,
        Fintype.sum_prod_type, Pi.single_apply]
    · simp [Matrix.mulVec, dotProduct, tens, Matrix.blockDiagonal_apply,
        Fintype.sum_prod_type, Pi.single_apply, h]

end NoProgramming
```

```lean
#print axioms NoProgramming.no_programming
#print axioms NoProgramming.programs_phase
#print axioms NoProgramming.card_programs_le
#print axioms NoProgramming.controlled_gate_programs
```

```
'NoProgramming.no_programming' depends on axioms: [propext, Classical.choice, Quot.sound]
'NoProgramming.programs_phase' depends on axioms: [propext, Classical.choice, Quot.sound]
'NoProgramming.card_programs_le' depends on axioms: [propext, Classical.choice, Quot.sound]
'NoProgramming.controlled_gate_programs' depends on axioms: [propext, Classical.choice, Quot.sound]
```

## How the proof follows the overlaps

**Preparatory lemmas.** `tens_overlap` expands both sides into double sums and compares them term by term. `unitary_overlap` moves \(G\) across the overlap as its adjoint and uses `hG`; it is later applied to the joint index type `n × m`. `matrix_element` identifies \(\langle Ue_i,Ve_j\rangle\) with \((U^\dagger V)_{ij}\), where `Pi.single i 1` is the basis state \(e_i\).

**The matrix relation.** `overlap_relation` proves \(s\,1=t\,U^\dagger V\) entry by entry. Its `h` is the conservation of overlap for \(e_i\otimes p\) and \(e_j\otimes q\), rewritten with the two programming assumptions and the factorisation. The auxiliary `h1` is `matrix_element` with both gates set to the identity, which supplies \(\delta_{ij}\).

**The phase.** `no_programming` first settles the empty data space with \(c=1\). Otherwise it picks an index `i` and names the two overlaps `s` and `t`. The step `ht` reads off the diagonal entry to show \(t\neq0\), the `calc` block derives \(sU=tV\), and `hc` divides by \(t\). Substituting \(V=cU\) into `hV` and taking a diagonal entry gives \(\bar c c=1\) in `h3`. Taking norms gives \(|c|^2=1\), and `nlinarith` concludes \(|c|=1\) from \(|c|\ge0\).

**Phase freedom and capacity.** `programs_phase` checks the shift of the phase amplitude by amplitude. In `card_programs_le`, `horth` obtains orthogonality by contradiction from `no_programming`, and `hli` carries out the linear-independence argument. The last line compares the number of independent vectors with the dimension of the program space.

**The controlled gate.** `controlled_gate_programs` represents \(G\) by `blockDiagonal U`. Unitarity follows because adjoints and products of block-diagonal matrices are taken block by block. For the action on \(\psi\otimes e_k\), the proof separates the output amplitudes with program index \(l=k\), which give \(U_k\psi\), from those with \(l\neq k\), which vanish.
